# The gradients of a translation-invariant potential sum to zero

Take two points on a line, at positions y₀ and y₁, with an energy that depends only on their separation through a differentiable function f:

    V(y₀, y₁) = f(y₀ − y₁)

The chain rule gives

    ∂V/∂y₀ = f′(y₀ − y₁),    ∂V/∂y₁ = −f′(y₀ − y₁),

and the two derivatives cancel. For f(r) = r² at y₀ = 1, y₁ = 4 they are −6 and +6. The cancellation can be reached without knowing f. Move both points by the same amount s. The energy V(y₀ + s, y₁ + s) does not depend on s, while its derivative at s = 0 is ∂V/∂y₀ + ∂V/∂y₁, so this sum is zero. The second argument needs no pairwise structure. Take three points on a line with V = u³ and u = y₀ − 2y₁ + y₂. This is not a sum of pair terms, since its mixed derivative in all three coordinates is −12, whereas that derivative vanishes for any sum of pair terms. The configuration (0, 1, 4) has u = 2, and the derivatives 3u²·(1, −2, 1) = (12, −24, 12) again add to zero. The general statement runs the same argument for finitely many points in ℝ^d.

## Configurations, shifts and gradients

```lean
import Mathlib

open scoped InnerProductSpace

namespace TranslationInvariantPotential

noncomputable section
```

Each point has a position in ℝ^d, where d is any natural number, and ⟨a, b⟩ is the Euclidean inner product, written `⟪a, b⟫_ℝ` in Lean.

```lean
/-- Position space `ℝ^d` with the Euclidean inner product. -/
abbrev Space (d : ℕ) := EuclideanSpace ℝ (Fin d)
```

The points carry labels i from a set ι, which is taken finite from the definition of the shift onward. A configuration y assigns a position yᵢ to each label. Coordinates are unweighted Cartesian ones, and masses appear nowhere.

```lean
/-- A configuration assigns a position in `ℝ^d` to each point labelled by `ι`. -/
abbrev Config (ι : Type*) (d : ℕ) := ι → Space d
```

For a vector c in ℝ^d, the shifted configuration T_c y moves every point by c:

    (T_c y)ᵢ = yᵢ + c

```lean
variable {ι : Type*} [Fintype ι] [DecidableEq ι] {d : ℕ}

/-- The configuration obtained by shifting every point by the same vector `c`. -/
def shift (y : Config ι d) (c : Space d) : Config ι d := fun i => y i + c
```

A potential V is a real function defined on all configurations. It is translation invariant when

    V(T_c y) = V(y)    for every y and every c.

Invariance is a property of the function V, and it is not derived here from a Hamiltonian.

```lean
/-- A potential is translation invariant if shifting all points by a common vector
leaves its value unchanged. -/
def TranslationInvariant (V : Config ι d → ℝ) : Prop :=
  ∀ (y : Config ι d) (c : Space d), V (shift y c) = V y
```

The gradient ∇ᵢV(x) with respect to point i at the configuration x is the gradient, at p = xᵢ, of the function that sends a position p to the energy of x with point i moved to p. `Function.update x i p` is that modified configuration. The sign convention is that of the gradient, so the force on point i is Fᵢ = −∇ᵢV(x). Mathlib's `gradient` returns zero where a function is not differentiable, and the differentiability hypotheses below exclude that case.

```lean
/-- The gradient of `V` with respect to the position of point `i`, all other points
being held fixed at their positions in `x`. -/
def gradAt (V : Config ι d → ℝ) (x : Config ι d) (i : ι) : Space d :=
  gradient (fun p => V (Function.update x i p)) (x i)
```

## One point moves

Let V be differentiable at x as a function of all coordinates jointly, and let DV(x)[h] be its derivative, linear in the displacement h of the whole configuration. In Lean this is `fderiv ℝ V x` applied to h. The type `Config ι d` carries the maximum norm over points and no inner product, which is why the whole-configuration derivative is kept as a linear map; in finite dimension differentiability does not depend on the norm. For a vector v, let δᵢ(v) be the displacement with v at label i and zero at all other labels, `Pi.single i v`. Moving point i to p gives the configuration

    δᵢ(p) + (x − δᵢ(xᵢ)),

because at label i this is p + xᵢ − xᵢ = p and at a label j ≠ i it is xⱼ. The map is affine in p with linear part δᵢ, and it passes through x at p = xᵢ. The chain rule then says that p ↦ V(x with point i at p) has derivative v ↦ DV(x)[δᵢ(v)] at xᵢ. The gradient is the vector that represents this linear form:

    ⟨∇ᵢV(x), v⟩ = DV(x)[δᵢ(v)]

In the proof `L` is δᵢ as a continuous linear map, `hupd` is the affine formula checked at j = i and j ≠ i, `hu` is its derivative and `hc` is the chain rule. The lemma `InnerProductSpace.toDual_symm_apply` passes from the representing vector back to the linear form.

```lean
/-- If `V` is differentiable at `x`, the gradient at `x` with respect to point `i`, projected on `v`, is the derivative of `V`
along the displacement that moves point `i` by `v` and no other point. -/
theorem inner_gradAt {V : Config ι d → ℝ} {x : Config ι d} (hV : DifferentiableAt ℝ V x)
    (i : ι) (v : Space d) :
    ⟪gradAt V x i, v⟫_ℝ = fderiv ℝ V x (Pi.single i v) := by
  -- moving point `i` alone is an affine map into configuration space
  let L : Space d →L[ℝ] Config ι d := ContinuousLinearMap.single ℝ (fun _ : ι => Space d) i
  have hL : ∀ w, L w = Pi.single i w := fun _ => rfl
  have hupd : (fun p => Function.update x i p) = fun p => L p + (x - L (x i)) := by
    funext p j
    rw [hL, hL]
    by_cases h : j = i
    · subst h
      simp
    · simp [h]
  have hu : HasFDerivAt (fun p => Function.update x i p) L (x i) := by
    rw [hupd]
    exact L.hasFDerivAt.add_const _
  have hV' : HasFDerivAt V (fderiv ℝ V x) (Function.update x i (x i)) := by
    rw [Function.update_eq_self]
    exact hV.hasFDerivAt
  -- chain rule
  have hc : HasFDerivAt (fun p => V (Function.update x i p)) ((fderiv ℝ V x).comp L) (x i) :=
    HasFDerivAt.comp (x i) hV' hu
  unfold gradAt gradient
  rw [hc.fderiv, InnerProductSpace.toDual_symm_apply]
  rfl
```

## All points move together

Write G(x) = Σᵢ ∇ᵢV(x) for the summed gradient, so that the total force is −G(x). The uniform displacement (c, …, c) is the sum Σᵢ δᵢ(c). Linearity of the inner product in its first argument and of DV(x) gives

    ⟨G(x), c⟩ = Σᵢ ⟨∇ᵢV(x), c⟩ = Σᵢ DV(x)[δᵢ(c)] = DV(x)[(c, …, c)].

The decomposition is `hsum`, the two uses of linearity are `sum_inner` and `map_sum`, and the middle equality is `inner_gradAt` applied term by term.

```lean
/-- If `V` is differentiable at `x`, the sum of the gradients at `x`, projected on `c`, is the derivative of `V` along the
displacement that moves every point by `c`. -/
theorem inner_sum_gradAt {V : Config ι d → ℝ} {x : Config ι d}
    (hV : DifferentiableAt ℝ V x) (c : Space d) :
    ⟪∑ i, gradAt V x i, c⟫_ℝ = fderiv ℝ V x (fun _ => c) := by
  -- a uniform displacement is the sum of single-point displacements
  have hsum : (fun _ : ι => c) = ∑ i, (Pi.single i c : Config ι d) :=
    (Finset.univ_sum_single (fun _ : ι => c)).symm
  rw [sum_inner, hsum, map_sum]
  exact Finset.sum_congr rfl fun i _ => inner_gradAt hV i c
```

Now follow the rigid translation s ↦ T_{sc} x for real s, and set g(s) = V(T_{sc} x). Point i sits at xᵢ + s c, so the path has constant velocity (c, …, c). If V is differentiable at T_{tc} x for a given real t, the chain rule and the previous identity give

    g′(t) = DV(T_{tc} x)[(c, …, c)] = ⟨G(T_{tc} x), c⟩.

The velocity is `hpath`, proved label by label through `hasDerivAt_pi`, and `HasFDerivAt.comp_hasDerivAt` is the chain rule along a curve.

```lean
/-- If `V` is differentiable at `x` shifted by `t c`, then along the rigid translation `s ↦ x + s c` the rate of change of `V` at `s = t` is the
sum of the gradients at the shifted configuration, projected on `c`. -/
theorem hasDerivAt_shift {V : Config ι d → ℝ} (x : Config ι d) (c : Space d) (t : ℝ)
    (hV : DifferentiableAt ℝ V (shift x (t • c))) :
    HasDerivAt (fun s : ℝ => V (shift x (s • c)))
      ⟪∑ i, gradAt V (shift x (t • c)) i, c⟫_ℝ t := by
  have hpath : HasDerivAt (fun s : ℝ => shift x (s • c)) (fun _ => c) t := by
    rw [hasDerivAt_pi]
    intro i
    have h := ((hasDerivAt_id' t).smul_const c).const_add (x i)
    rw [one_smul] at h
    exact h
  rw [inner_sum_gradAt hV]
  exact HasFDerivAt.comp_hasDerivAt t hV.hasFDerivAt hpath
```

## Invariance along one direction

Suppose V is differentiable at x and V(T_{tc} x) = V(x) for all real t, for one fixed c. Then g is constant, so g′(0) = 0. The formula above at t = 0, where T₀x = x, gives g′(0) = ⟨G(x), c⟩. Hence

    ⟨G(x), c⟩ = 0.

Only the line of configurations through x enters the hypothesis `hinv`. A molecule in an external potential that depends on the z coordinates alone fits this form for any c in the xy plane.

The proof shows a pattern worth reusing for symmetry arguments. One establishes two statements `HasDerivAt` for the same function at the same point, here `h1` from the chain rule and `h2` from constancy, and `h1.unique h2` equates the two values. The derivative is never computed through `deriv`, and no side condition is left over.

```lean
/-- If `V` is differentiable at `x` and keeps its value when `x` is shifted by any multiple
of one vector `c`, the sum of the gradients at `x` is orthogonal to `c`. -/
theorem inner_sum_gradAt_eq_zero {V : Config ι d → ℝ} {x : Config ι d} {c : Space d}
    (hV : DifferentiableAt ℝ V x) (hinv : ∀ t : ℝ, V (shift x (t • c)) = V x) :
    ⟪∑ i, gradAt V x i, c⟫_ℝ = 0 := by
  have h0 : shift x ((0 : ℝ) • c) = x := by
    funext i
    simp [shift]
  have h1 := hasDerivAt_shift (V := V) x c 0 (by rw [h0]; exact hV)
  rw [h0] at h1
  -- the potential is constant along the translation
  have h2 : HasDerivAt (fun s : ℝ => V (shift x (s • c))) 0 0 := by
    rw [funext hinv]
    exact hasDerivAt_const _ _
  exact h1.unique h2
```

## The sum rule

Let V be translation invariant and differentiable at x. The previous step then holds for every c. Choosing c = G(x) gives

    ⟨G(x), G(x)⟩ = 0,    and therefore    Σᵢ ∇ᵢV(x) = 0.

In `sum_gradAt_eq_zero` the hypothesis `hV` asks for differentiability at the single configuration x, `hinv` for invariance everywhere, and the conclusion is an equation between vectors in ℝ^d, that is, d scalar equations. The last step is `inner_self_eq_zero`. The statement holds at the smallest sizes as well. With one point, invariance makes V constant and the sum rule says that its gradient vanishes. With no points the sum is empty, and for d = 0 the only vector is zero.

```lean
/-- If `V` is translation invariant and differentiable at `x`, its gradients with respect
to the individual points sum to zero at `x`. -/
theorem sum_gradAt_eq_zero {V : Config ι d → ℝ} {x : Config ι d}
    (hV : DifferentiableAt ℝ V x) (hinv : TranslationInvariant V) :
    ∑ i, gradAt V x i = 0 := by
  -- shift along the summed gradient itself
  have h := inner_sum_gradAt_eq_zero (c := ∑ i, gradAt V x i) hV fun t => hinv x _
  exact inner_self_eq_zero.mp h
```

The theorem says that the total force from V vanishes at x. It is the static input to conservation of total momentum, but no trajectory or equation of motion is formalised, and rotations, torques and second derivatives of V are not treated.

In electronic structure the sum rule applies to the Born–Oppenheimer energy of an isolated molecule with finitely many classical point nuclei, at a geometry where that energy is differentiable. Adding up the rows of a computed nuclear gradient and comparing with zero is then a cheap check, and a numerical grid that stays fixed in space while the nuclei move breaks the invariance, which can leave a residual net force. The same identity applies to a two-electron integral I over basis functions on four centres A, B, C, D, which is unchanged by a common shift of the centres, so a code can obtain one derivative from the other three:

    ∇_D I = −(∇_A I + ∇_B I + ∇_C I)

That these particular functions meet the two hypotheses, like the arithmetic of the opening examples, is physics and algebra that the Lean file does not verify.

## The converse

Let V be differentiable everywhere and G(x) = 0 for every x. Fix y and c, and set g(s) = V(T_{sc} y). For every t,

    g′(t) = ⟨G(T_{tc} y), c⟩ = ⟨0, c⟩ = 0,

so g is constant on the real line and

    V(T_c y) = g(1) = g(0) = V(y).

Together with the sum rule this is an equivalence, valid for potentials differentiable at every configuration; potentials singular at coincident points fall under the pointwise theorem only. In the proof `hd` is the vanishing derivative, `is_const_of_deriv_eq_zero` gives g(1) = g(0) as `hc`, and the final rewriting identifies the two end points.

```lean
/-- An everywhere differentiable potential is translation invariant if and only if its
gradients sum to zero at every configuration. -/
theorem translationInvariant_iff {V : Config ι d → ℝ} (hV : Differentiable ℝ V) :
    TranslationInvariant V ↔ ∀ x, ∑ i, gradAt V x i = 0 := by
  refine ⟨fun hinv x => sum_gradAt_eq_zero (hV x) hinv, fun h y c => ?_⟩
  -- the derivative along the translation vanishes for every parameter value
  have hd : ∀ t : ℝ, HasDerivAt (fun s : ℝ => V (shift y (s • c))) 0 t := by
    intro t
    have h1 := hasDerivAt_shift (V := V) y c t (hV _)
    rwa [h, inner_zero_left] at h1
  have hc : V (shift y ((1 : ℝ) • c)) = V (shift y ((0 : ℝ) • c)) :=
    is_const_of_deriv_eq_zero (fun t => (hd t).differentiableAt) (fun t => (hd t).deriv) 1 0
  have h0 : shift y ((0 : ℝ) • c) = y := by
    funext i
    simp [shift]
  rwa [one_smul, h0] at hc
```

## Two points

With labels 0 and 1, the type `Fin 2`, the sum has two terms, and

    ∇₁V(x) = −∇₀V(x).

The forces are equal and opposite, which is the weak form of the law of action and reaction. Nothing is said about their direction relative to the line joining the points, since V need not depend on the distance alone. `Fin.sum_univ_two` expands the sum.

```lean
/-- For two points and a translation-invariant potential differentiable at `x`, the
gradient on the second point is the negative of the gradient on the first. -/
theorem two_body_gradAt {V : Config (Fin 2) d → ℝ} {x : Config (Fin 2) d}
    (hV : DifferentiableAt ℝ V x) (hinv : TranslationInvariant V) :
    gradAt V x 1 = -gradAt V x 0 := by
  have h := sum_gradAt_eq_zero hV hinv
  rw [Fin.sum_univ_two] at h
  exact eq_neg_of_add_eq_zero_right h
```

A concrete potential is the squared distance of the opening example, now in ℝ^d:

    V(y) = ‖y₀ − y₁‖²

This is a harmonic spring of zero rest length, with force constant 2 in the convention ½k r².

```lean
/-- The harmonic bond potential of two points: the squared distance between them. -/
def bond (y : Config (Fin 2) d) : ℝ := ‖y 0 - y 1‖ ^ 2
```

In dimension d + 1, which covers every dimension from one upward, this V is differentiable everywhere, translation invariant and not constant. It is differentiable as the squared norm of a linear function of y. It is invariant because (y₀ + c) − (y₁ + c) = y₀ − y₁. Its value with y₀ at the unit vector along axis 0 and y₁ at the origin is 1, against 0 with both points at the origin, and the theorem records that the two values differ. The sum rule and the equivalence therefore apply to a potential that is not constant.

```lean
/-- The harmonic bond potential in dimension at least one is differentiable,
translation invariant and not constant. -/
theorem bond_witness (d : ℕ) :
    Differentiable ℝ (bond (d := d + 1)) ∧ TranslationInvariant (bond (d := d + 1)) ∧
      bond (d := d + 1) ![EuclideanSpace.single 0 1, 0] ≠ bond (d := d + 1) 0 := by
  refine ⟨?_, ?_, ?_⟩
  · have h : Differentiable ℝ (fun y : Config (Fin 2) (d + 1) => y 0 - y 1) := by
      fun_prop
    exact h.norm_sq ℝ
  · intro y c
    simp only [bond, shift, add_sub_add_right_eq_sub]
  · simp [bond]

end

end TranslationInvariantPotential
```

```lean
#print axioms TranslationInvariantPotential.translationInvariant_iff
#print axioms TranslationInvariantPotential.two_body_gradAt
```

```
'TranslationInvariantPotential.translationInvariant_iff' depends on axioms: [propext, Classical.choice, Quot.sound]
'TranslationInvariantPotential.two_body_gradAt' depends on axioms: [propext, Classical.choice, Quot.sound]
```
